# Three quarters of a uniform phase period give a positive semiclassical scattering length for a van der Waals tail

Suppose that the short-range potential between two cold atoms is too poorly known to fix their scattering length $a$. As the well deepens from one new bound state to the next, $a$ runs through all real values, so a natural guess is that both signs are equally likely. For a van der Waals tail this guess fails: if the semiclassical phase is uniformly distributed, positive values are three times as frequent as negative ones. In an ultracold gas the sign of $a$ decides whether the mean-field interaction is repulsive or attractive. The count below gives the odds within a single-channel, semiclassical model.

## From the phase to the sign of the scattering length

Let two particles of reduced mass $\mu$ attract each other at long range through $-C/r^n$, with $C>0$ and real $n>4$. Put
$$\gamma=\frac{\sqrt{2\mu C}}{\hbar},\qquad \theta=\frac{\pi}{n-2}.$$
Let $\Phi$ be the zero-energy phase, that is, the integral of the local wavenumber from the inner turning point to infinity. The semiclassical scattering length is
$$a(\Phi)=\bar a\left[1-\tan\theta\,\tan\!\left(\Phi-\tfrac{\theta}{2}\right)\right],$$
$$\bar a=\cos\theta\left(\frac{\gamma}{n-2}\right)^{2/(n-2)}\frac{\Gamma\!\left(\frac{n-3}{n-2}\right)}{\Gamma\!\left(\frac{n-1}{n-2}\right)}.$$
These two formulas are the starting point here. The length $\bar a$, called the mean scattering length, depends only on the tail and the reduced mass, while the short-range potential enters through $\Phi$.

Since $n>4$, we have $0<\theta<\pi/2$. Hence $\cos\theta$ and $\tan\theta$ are positive, both Gamma functions have positive arguments, and $\bar a>0$ for $\gamma>0$.

For $n=6$ we have $\cos\theta=\sqrt2/2$ and $(\gamma/4)^{1/2}=\sqrt\gamma/2$, so
$$\bar a=2^{-3/2}\,\frac{\Gamma(3/4)}{\Gamma(5/4)}\,\sqrt\gamma.$$
The recurrence gives $\Gamma(5/4)=\tfrac14\Gamma(1/4)$. The reflection formula gives $\Gamma(1/4)\,\Gamma(3/4)=\pi/\sin(\pi/4)=\pi\sqrt2$. Therefore
$$2^{-3/2}\,\frac{\Gamma(3/4)}{\Gamma(5/4)}=\frac{\sqrt2}{4}\cdot\frac{\pi\sqrt2}{\Gamma(1/4)}\cdot\frac{4}{\Gamma(1/4)}=\frac{2\pi}{\Gamma(1/4)^2}.$$

Now let $x=\Phi-\theta/2$ run over $(-\pi/2,\pi/2)$. This is one period of the tangent without a pole, and $a$ falls from $+\infty$ to $-\infty$ across it. For any real $s$, dividing by $\bar a>0$ and then by $\tan\theta>0$ gives
$$a>s\bar a\iff \tan x<\frac{1-s}{\tan\theta}\iff x<\arctan\frac{1-s}{\tan\theta}.$$
The second step holds because the arctangent is strictly increasing. The allowed values of $x$ start at $-\pi/2$, so they fill an interval of length
$$\frac{\pi}{2}+\arctan\frac{1-s}{\tan\theta}.$$

For $s=0$ the arctangent of $\cot\theta$ is $\pi/2-\theta$. The length is then $\pi-\theta$, and positive scattering lengths fill the fraction
$$1-\frac{\theta}{\pi}=\frac{n-3}{n-2}$$
of the period. For $s=1$ the arctangent vanishes and the fraction is one half, so $\bar a$ is the median of $a$ under a uniform phase. For $n=6$ the period is $(-3\pi/8,5\pi/8)$, the scattering length changes sign at $\Phi=3\pi/8$, and the positive part has length $3\pi/4$.

The equal odds of the first guess return at the edge of the allowed range. As $n\to4^+$ the fraction tends to $1/2$. In the same limit $\bar a\to0$ while $\bar a\tan\theta\to\gamma$, which leaves $a=-\gamma\tan(\Phi-\pi/4)$, with both signs equally frequent.

## The tail, the phase and one period in Lean

The opened namespaces supply the notation for $\pi$ and the short name `volume`, which on the real line is Lebesgue measure.

```lean
import Mathlib

open Real MeasureTheory

namespace SemiclassicalScatteringLength

noncomputable section
```

The first definition is $\bar a$ as a function of `n` and `γ`. Both are real numbers, so the exponent of the tail need not be an integer. The constants $\mu$, $C$ and $\hbar$ enter only through `γ`.

```lean
/-- Mean scattering length of an attractive tail `-C/r^n`, for `n > 4`, where
`γ = √(2μC)/ħ > 0` measures the strength of the tail. -/
def meanScatteringLength (n γ : ℝ) : ℝ :=
  Real.cos (π / (n - 2)) * (γ / (n - 2)) ^ (2 / (n - 2)) *
    (Real.Gamma ((n - 3) / (n - 2)) / Real.Gamma ((n - 1) / (n - 2)))
```

The scattering length takes `abar` as a separate argument. The counting theorems below therefore hold for any positive length `abar`, and the value from `meanScatteringLength` is the physical choice. The semiclassical formula is adopted as a definition and is not derived from the Schrödinger equation, so its accuracy for a given molecule is a separate question.

```lean
/-- Semiclassical scattering length for a tail `-C/r^n`, `n > 4`, with mean scattering length
`abar` and zero-energy phase `Φ`, away from the poles of the tangent in `Φ`. -/
def scatteringLength (n abar Φ : ℝ) : ℝ :=
  abar * (1 - Real.tan (π / (n - 2)) * Real.tan (Φ - π / (2 * (n - 2))))
```

The phase window is the open interval of length $\pi$ centred at $\theta/2$. A physical phase is usually many times $\pi$. Because the tangent has period $\pi$, any phase that is not at a pole can be shifted into this window without changing $a$.

```lean
/-- One period of the phase between two successive poles of the scattering length,
for `n > 4`. -/
def phaseWindow (n : ℝ) : Set ℝ :=
  Set.Ioo (π / (2 * (n - 2)) - π / 2) (π / (2 * (n - 2)) + π / 2)
```

## The van der Waals prefactor

The power $2^{-3/2}$ has a real exponent. It is split as $2^{1/2}/2^2$ to obtain $\sqrt2/4$.

```lean
/-- The numerical factor `2^(-3/2)` equals `√2/4`. -/
theorem two_rpow_neg_three_halves : (2 : ℝ) ^ (-3 / 2 : ℝ) = √2 / 4 := by
  have h4 : (2 : ℝ) ^ (2 : ℝ) = 4 := by norm_num
  rw [show (-3 / 2 : ℝ) = 1 / 2 - 2 by norm_num, Real.rpow_sub two_pos,
    ← Real.sqrt_eq_rpow, h4]
```

In the next proof, `h5` is the recurrence for $\Gamma(5/4)$ and `h3` is the reflection formula at $1/4$ with $\sin(\pi/4)=\sqrt2/2$ inserted. Once the denominators are cleared, `linear_combination` combines `h3` with $\sqrt2\cdot\sqrt2=2$, as in the calculation by hand.

```lean
/-- The two common forms of the van der Waals prefactor agree:
`2^(-3/2) Γ(3/4)/Γ(5/4) = 2π/Γ(1/4)²`. -/
theorem vanDerWaals_prefactor :
    (2 : ℝ) ^ (-3 / 2 : ℝ) * Real.Gamma (3 / 4) / Real.Gamma (5 / 4)
      = 2 * π / Real.Gamma (1 / 4) ^ 2 := by
  have hG : 0 < Real.Gamma (1 / 4) := Real.Gamma_pos_of_pos (by norm_num)
  have hs : √2 * √2 = (2 : ℝ) := Real.mul_self_sqrt (by norm_num)
  -- recurrence for Γ(5/4)
  have h5 : Real.Gamma (5 / 4) = 1 / 4 * Real.Gamma (1 / 4) := by
    rw [show (5 / 4 : ℝ) = 1 / 4 + 1 by norm_num, Real.Gamma_add_one (by norm_num)]
  -- reflection for Γ(1/4) Γ(3/4)
  have h3 : Real.Gamma (1 / 4) * Real.Gamma (3 / 4) = π * √2 := by
    have h := Real.Gamma_mul_Gamma_one_sub (1 / 4)
    rw [show (1 - 1 / 4 : ℝ) = 3 / 4 by norm_num, show π * (1 / 4) = π / 4 by ring,
      Real.sin_pi_div_four] at h
    rw [h, div_eq_iff (by positivity)]
    linear_combination (-(π / 2)) * hs
  rw [two_rpow_neg_three_halves, h5, div_eq_div_iff (by positivity) (by positivity)]
  linear_combination (√2 / 4 * Real.Gamma (1 / 4)) * h3 + (π * Real.Gamma (1 / 4) / 4) * hs
```

The identity is then tied to the general formula at $n=6$. The step `hroot` is $(\gamma/4)^{1/2}=\sqrt\gamma/2$, and the cosine supplies the remaining factor $\sqrt2/2$.

```lean
/-- For a van der Waals tail, `n = 6`, the mean scattering length is `2π √γ / Γ(1/4)²`. -/
theorem meanScatteringLength_six (γ : ℝ) :
    meanScatteringLength 6 γ = 2 * π / Real.Gamma (1 / 4) ^ 2 * √γ := by
  have h4 : √(4 : ℝ) = 2 := by
    rw [show (4 : ℝ) = 2 ^ 2 by norm_num, Real.sqrt_sq (by norm_num)]
  have hroot : (γ / 4) ^ (1 / 2 : ℝ) = √γ / 2 := by
    rw [← Real.sqrt_eq_rpow, Real.sqrt_div' γ (by norm_num), h4]
  rw [← vanDerWaals_prefactor, two_rpow_neg_three_halves]
  unfold meanScatteringLength
  rw [show (6 - 2 : ℝ) = 4 by norm_num, show (6 - 3 : ℝ) = 3 by norm_num,
    show (6 - 1 : ℝ) = 5 by norm_num, show (2 / 4 : ℝ) = 1 / 2 by norm_num,
    hroot, Real.cos_pi_div_four]
  ring
```

## Positivity for tails steeper than $1/r^4$

The bound $0<\theta<\pi/2$ is where the hypothesis $n>4$ does its work.

```lean
/-- For `n > 4` the angle `π/(n-2)` lies strictly between `0` and `π/2`. -/
theorem tail_angle_mem {n : ℝ} (hn : 4 < n) : 0 < π / (n - 2) ∧ π / (n - 2) < π / 2 := by
  refine ⟨div_pos Real.pi_pos (by linarith), ?_⟩
  rw [div_lt_div_iff₀ (by linarith) (by norm_num)]
  nlinarith [mul_pos Real.pi_pos (sub_pos.2 hn)]
```

With this bound every factor of $\bar a$ is positive, provided that $\gamma>0$. The theorem supplies the condition `0 < abar` needed below when `abar` is the physical mean scattering length.

```lean
/-- The mean scattering length of an attractive tail with `n > 4` is positive. -/
theorem meanScatteringLength_pos {n γ : ℝ} (hn : 4 < n) (hγ : 0 < γ) :
    0 < meanScatteringLength n γ := by
  obtain ⟨h0, h1⟩ := tail_angle_mem hn
  have h2 : 0 < n - 2 := by linarith
  exact mul_pos
    (mul_pos (Real.cos_pos_of_mem_Ioo ⟨by linarith [Real.pi_pos], h1⟩)
      (Real.rpow_pos_of_pos (div_pos hγ h2) _))
    (div_pos (Real.Gamma_pos_of_pos (div_pos (by linarith) h2))
      (Real.Gamma_pos_of_pos (div_pos (by linarith) h2)))
```

## The threshold phase and the distribution of $a$

The next theorem says that, for a phase in the window, $a>s\bar a$ holds exactly when
$$\Phi<\frac{\theta}{2}+\arctan\frac{1-s}{\tan\theta}.$$
The window enters through `hx`, which states $\arctan(\tan x)=x$ and needs $-\pi/2<x<\pi/2$. Strict monotonicity of the arctangent gives the equivalence `h`, and `lt_div_iff₀` moves the positive factor $\tan\theta$ across the inequality. The two closing branches apply `h`, one in each direction, and rearrange the inequalities.

```lean
/-- For `n > 4` and `abar > 0`, within one period, the scattering length exceeds `s * abar` exactly
when the phase lies below an explicit threshold. -/
theorem lt_scatteringLength_iff {n abar Φ : ℝ} (hn : 4 < n) (ha : 0 < abar)
    (hΦ : Φ ∈ phaseWindow n) (s : ℝ) :
    s * abar < scatteringLength n abar Φ ↔
      Φ < π / (2 * (n - 2)) + Real.arctan ((1 - s) / Real.tan (π / (n - 2))) := by
  obtain ⟨h0, h1⟩ := tail_angle_mem hn
  have hT := Real.tan_pos_of_pos_of_lt_pi_div_two h0 h1
  obtain ⟨hl, hr⟩ := hΦ
  have hx := Real.arctan_tan (x := Φ - π / (2 * (n - 2))) (by linarith) (by linarith)
  -- the arctangent is strictly increasing
  have h := Real.arctan_strictMono.lt_iff_lt (a := Real.tan (Φ - π / (2 * (n - 2))))
    (b := (1 - s) / Real.tan (π / (n - 2)))
  rw [hx, lt_div_iff₀ hT] at h
  unfold scatteringLength
  rw [mul_comm s abar, mul_lt_mul_iff_right₀ ha]
  constructor
  · intro h'
    have := h.2 (by linarith)
    linarith
  · intro h'
    have := h.1 (by linarith)
    linarith
```

The set whose measure is wanted consists of the phases that lie in the window and satisfy $a>s\bar a$. The proof shows in `hset` that this set is a single open interval. One direction uses the threshold directly. The other also needs $\arctan y<\pi/2$ for every real $y$, which keeps the threshold inside the window. `Real.volume_Ioo` then returns the length of the interval.

Measures in Lean take values in $[0,\infty]$, and `ENNReal.ofReal` carries a real length into that range. The length here is positive because the arctangent exceeds $-\pi/2$, so the conversion keeps its value.

```lean
/-- Distribution of the scattering length: the measure of the phases in one period for which it
exceeds `s * abar`, for `n > 4` and `abar > 0`. -/
theorem volume_lt_scatteringLength {n abar : ℝ} (hn : 4 < n) (ha : 0 < abar) (s : ℝ) :
    volume {Φ ∈ phaseWindow n | s * abar < scatteringLength n abar Φ} =
      ENNReal.ofReal (π / 2 + Real.arctan ((1 - s) / Real.tan (π / (n - 2)))) := by
  have hset : {Φ ∈ phaseWindow n | s * abar < scatteringLength n abar Φ} =
      Set.Ioo (π / (2 * (n - 2)) - π / 2)
        (π / (2 * (n - 2)) + Real.arctan ((1 - s) / Real.tan (π / (n - 2)))) := by
    ext Φ
    constructor
    · rintro ⟨hW, h⟩
      exact ⟨hW.1, (lt_scatteringLength_iff hn ha hW s).1 h⟩
    · rintro ⟨hl, hr⟩
      have hb := Real.arctan_lt_pi_div_two ((1 - s) / Real.tan (π / (n - 2)))
      have hW : Φ ∈ phaseWindow n := ⟨hl, by linarith⟩
      exact ⟨hW, (lt_scatteringLength_iff hn ha hW s).2 hr⟩
  rw [hset, Real.volume_Ioo]
  congr 1
  ring
```

As `s` varies, this theorem gives the whole distribution of $a/\bar a$ for a uniform phase, once the measure is divided by $\pi$. The uniform phase is a physical assumption. It is reasonable for a well that holds many bound states when the uncertainty in the potential spreads $\Phi$ smoothly over several multiples of $\pi$. The counting theorems themselves speak only of lengths of phase sets.

## Positive values, and values above $\bar a$

The three theorems below all assume `abar > 0`. Setting `s` to zero gives the sign count. The step `harc` is $\arctan(\cot\theta)=\pi/2-\theta$, obtained by writing the cotangent as the tangent of the complementary angle. The result is stated as a fraction times the measure of the whole window, so it reads directly as a proportion of the period.

```lean
/-- For a tail `-C/r^n` with `n > 4`, the phases giving a positive scattering length fill the
fraction `(n-3)/(n-2)` of one period. -/
theorem volume_scatteringLength_pos {n abar : ℝ} (hn : 4 < n) (ha : 0 < abar) :
    volume {Φ ∈ phaseWindow n | 0 < scatteringLength n abar Φ} =
      ENNReal.ofReal ((n - 3) / (n - 2)) * volume (phaseWindow n) := by
  obtain ⟨h0, h1⟩ := tail_angle_mem hn
  have h2 : 0 < n - 2 := by linarith
  have h := volume_lt_scatteringLength hn ha 0
  -- the threshold is the complementary angle
  have harc : Real.arctan (1 / Real.tan (π / (n - 2))) = π / 2 - π / (n - 2) := by
    rw [one_div, ← Real.tan_pi_div_two_sub]
    exact Real.arctan_tan (by linarith) (by linarith)
  simp only [zero_mul, sub_zero] at h
  rw [h, harc, phaseWindow, Real.volume_Ioo,
    ← ENNReal.ofReal_mul (div_nonneg (by linarith) h2.le)]
  congr 1
  have h2' : n - 2 ≠ 0 := h2.ne'
  have hfrac : (n - 3) / (n - 2) = 1 - 1 / (n - 2) := by
    rw [eq_sub_iff_add_eq, ← add_div, div_eq_one_iff_eq h2']
    ring
  rw [hfrac]
  ring
```

Setting `s` to one makes the arctangent vanish, and half of the window remains for every $n>4$.

```lean
/-- Exactly half of the phases in one period give a scattering length above `abar`. -/
theorem volume_above_mean {n abar : ℝ} (hn : 4 < n) (ha : 0 < abar) :
    volume {Φ ∈ phaseWindow n | abar < scatteringLength n abar Φ} =
      ENNReal.ofReal (1 / 2) * volume (phaseWindow n) := by
  have h := volume_lt_scatteringLength hn ha 1
  simp only [one_mul, sub_self, zero_div, Real.arctan_zero, add_zero] at h
  rw [h, phaseWindow, Real.volume_Ioo, ← ENNReal.ofReal_mul (by norm_num)]
  congr 1
  ring
```

For $n=6$ the last theorem writes the window and the scattering length with explicit numbers. In its proof, `hW` identifies the window with $(-3\pi/8,5\pi/8)$, and `hS` uses $\tan(\pi/4)=1$ to reduce the scattering length to $\bar a\,[1-\tan(\Phi-\pi/8)]$. The fraction $3/4$ of a window of length $\pi$ is the stated measure.

```lean
/-- For a van der Waals tail, the phases in the period `(-3π/8, 5π/8)` that give a positive
scattering length have measure `3π/4`. -/
theorem vanDerWaals_three_quarters {abar : ℝ} (ha : 0 < abar) :
    volume {Φ ∈ Set.Ioo (-(3 * π / 8)) (5 * π / 8) |
      0 < abar * (1 - Real.tan (Φ - π / 8))} = ENNReal.ofReal (3 * π / 4) := by
  have h := volume_scatteringLength_pos (n := 6) (by norm_num) ha
  have hW : phaseWindow 6 = Set.Ioo (-(3 * π / 8)) (5 * π / 8) := by
    unfold phaseWindow
    congr 1 <;> ring
  have hS : ∀ Φ, scatteringLength 6 abar Φ = abar * (1 - Real.tan (Φ - π / 8)) := by
    intro Φ
    unfold scatteringLength
    rw [show π / (6 - 2) = π / 4 by norm_num, show π / (2 * (6 - 2)) = π / 8 by norm_num,
      Real.tan_pi_div_four, one_mul]
  simp only [hW, hS] at h
  rw [h, Real.volume_Ioo, ← ENNReal.ofReal_mul (by norm_num)]
  congr 1
  ring

end

end SemiclassicalScatteringLength
```

```lean
#print axioms SemiclassicalScatteringLength.meanScatteringLength_six
-- 'SemiclassicalScatteringLength.meanScatteringLength_six' depends on axioms: [propext, Classical.choice, Quot.sound]
#print axioms SemiclassicalScatteringLength.meanScatteringLength_pos
-- 'SemiclassicalScatteringLength.meanScatteringLength_pos' depends on axioms: [propext, Classical.choice, Quot.sound]
#print axioms SemiclassicalScatteringLength.volume_above_mean
-- 'SemiclassicalScatteringLength.volume_above_mean' depends on axioms: [propext, Classical.choice, Quot.sound]
#print axioms SemiclassicalScatteringLength.vanDerWaals_three_quarters
-- 'SemiclassicalScatteringLength.vanDerWaals_three_quarters' depends on axioms: [propext, Classical.choice, Quot.sound]
```

## Evaluating $\bar a$ and $\Phi$ in a program

For a given potential curve with a van der Waals tail, a program can form the semiclassical estimate of $a$ by computing $\Phi$ by quadrature from the inner turning point outwards, obtaining $\gamma$ from $C$ and $\mu$, and evaluating
$$a=\frac{2\pi}{\Gamma(1/4)^2}\,\sqrt\gamma\,\left[1-\tan\!\left(\Phi-\tfrac{\pi}{8}\right)\right].$$
The numerical prefactor is about $0.478$. Some programs use the van der Waals length $R_{\mathrm{vdW}}=\tfrac12\sqrt\gamma$ as their unit, and the prefactor is then $4\pi/\Gamma(1/4)^2\approx0.956$. Mixing the two conventions changes $\bar a$ by a factor of two.

The sign count also tests a sampling routine. If $10\,000$ independent phases are drawn uniformly from one period, the share of positive $a$ should be $0.75$ with a standard error of about $0.004$. A wrong offset in the tangent leaves the share unchanged when the draws cover a full period, so the offset needs its own check: $a$ must vanish at $\Phi=3\pi/8$.
